# The unnormalised radial density of r^(l+1) e^(−ar) is r^(2l+2) e^(−2ar) for r > 0

The declaration `radial_sq` concerns the radial function P(r) = r^(l+1) e^(−ar), where `l` and `a` are any real numbers. It states that at each r > 0 the square is P(r)² = r^(2l+2) e^(−2ar). This is an unnormalised radial density; the normalised one would be P² divided by its integral over r > 0, where that integral is finite and positive. The attempt unfolds `radial`, writes both exponents on the right as sums of two equal terms, splits the powers with `Real.rpow_add` and `Real.exp_add`, and leaves the remaining algebra to `ring`.

As first written in Lean, the proof fails:

```lean
import Mathlib

open MeasureTheory Set Filter Topology

namespace RadialSq

noncomputable section

/-- The radial function `P(r) = r^(l+1) exp(-a r)` for real `l`, before normalization. -/
def radial (l a r : ℝ) : ℝ := r ^ (l + 1) * Real.exp (-(a * r))

/-- At `r > 0` the radial density is `P² = r^(2l+2) exp(-2 a r)`. -/
theorem radial_sq (l a : ℝ) {r : ℝ} (hr : 0 < r) :
    radial l a r ^ 2 = r ^ (2 * l + 2) * Real.exp (-(2 * a * r)) := by
  rw [radial, show 2 * l + 2 = (l + 1) + (l + 1) by ring, Real.rpow_add hr,
    show -(2 * a * r) = -(a * r) + -(a * r) by ring, Real.exp_add]
  ring

end

end RadialSq
```

Lean reports:

```
Try this:
  [apply] ring_nf
  
  The `ring` tactic failed to close the goal. Use `ring_nf` to obtain a normal form.
    
  Note that `ring` works primarily in *commutative* rings. If you have a noncommutative ring, abelian group or module, consider using `noncomm_ring`, `abel` or `module` instead.
Main.lean:14:68: error: unsolved goals
l a r : ℝ
hr : 0 < r
⊢ (r ^ l) ^ 2 * (r ^ 1) ^ 2 * Real.exp (-(a * r)) ^ 2 = Real.exp (-(a * r)) ^ 2 * r ^ (2 + l * 2)
```

What went wrong. The first message says that `ring` did not close the goal, and the error shows what was left. On the left stand `(r ^ l) ^ 2` and `(r ^ 1) ^ 2`, while on the right the power is still whole, as `r ^ (2 + l * 2)`.

So `Real.rpow_add hr` rewrote the wrong power. With its exponents left open, it fits any power of `r` whose exponent is a sum, and `rw` settled on `r ^ (l + 1)` from the unfolded `radial`, turning it into `r ^ l * r ^ 1`. The intended target, `r ^ ((l + 1) + (l + 1))`, was not split. These are powers with real exponents, and `ring` does not supply the law needed to join the two sides.

The diff gives the lemma both exponents, `(l + 1) (l + 1)`. Now only the power on the right fits, and it becomes `r ^ (l + 1) * r ^ (l + 1)`. The left side keeps `r ^ (l + 1)` whole, so both sides are products of the same factors, and `ring` closes the goal.

Lean accepts the file once it reads:

```diff
@@ -13,5 +13,5 @@
 theorem radial_sq (l a : ℝ) {r : ℝ} (hr : 0 < r) :
     radial l a r ^ 2 = r ^ (2 * l + 2) * Real.exp (-(2 * a * r)) := by
-  rw [radial, show 2 * l + 2 = (l + 1) + (l + 1) by ring, Real.rpow_add hr,
+  rw [radial, show 2 * l + 2 = (l + 1) + (l + 1) by ring, Real.rpow_add hr (l + 1) (l + 1),
     show -(2 * a * r) = -(a * r) + -(a * r) by ring, Real.exp_add]
   ring
```
